# Stagnation of polynomial residual minimisation through step k is equivalent to ⟨r, A^j r⟩ = 0 for 1 ≤ j ≤ k

For a real square matrix A, a vector r and a natural number k, with ‖·‖ the Euclidean norm,

‖p(A) r‖ ≥ ‖r‖ for every real polynomial p with deg p ≤ k and p(0) = 1

holds if and only if rᵀA^j r = 0 for j = 1, …, k. The same is true for any linear operator on a real or complex inner product space, with ⟨r, A^j r⟩ in place of rᵀA^j r and with p ranging over polynomials with coefficients in the scalar field, so over complex polynomials in the complex case. (Real polynomials alone do not suffice there: for A = multiplication by i on ℂ, r = 1 and k = 1, every real p with p(0) = 1 gives |p(A) r| ≥ 1, although ⟨r, A r⟩ = i.)

The condition p(0) = 1 comes from solving A x = b. If a guess x₀ has residual r = b − A x₀, the update x₀ + q(A) r with a polynomial q has residual p(A) r, where p(X) = 1 − X q(X). For a self-consistent-field fixed-point problem x = F(x) with residual F(x) − x, linearised so that F has a constant Jacobian J, put A = 1 − J. In exact arithmetic, mixing with step β then gives residuals (1 − βA)^i r, and a DIIS combination of those with i ≤ k, coefficients summing to one, is of the form p(A) r. If the moments ⟨r, A^j r⟩ vanish for 1 ≤ j ≤ k, none of these combinations is shorter than r.

## Residuals and stagnation

```lean
import Mathlib

open Polynomial
open scoped Matrix ComplexConjugate

namespace KrylovStagnation

noncomputable section

variable {𝕜 E : Type*} [RCLike 𝕜] [NormedAddCommGroup E] [InnerProductSpace 𝕜 E]
```

`𝕜` is ℝ or ℂ, and `E` is an inner product space over it, of any dimension. `inner 𝕜 x y` is ⟨x, y⟩, conjugate-linear in x as in Dirac notation.

```lean
/-- The residual `p(A) r` obtained from the starting residual `r` by the polynomial `p`. -/
def residual (A : Module.End 𝕜 E) (r : E) (p : 𝕜[X]) : E := aeval A p r
```

`Module.End 𝕜 E` is a linear operator defined on all of E, `𝕜[X]` the polynomials, and `aeval A p` the operator p(A).

```lean
/-- Stagnation through step `k`: every polynomial of degree at most `k` with `p(0) = 1`
gives a residual `p(A) r` at least as long as `r`. -/
def Stagnates (A : Module.End 𝕜 E) (r : E) (k : ℕ) : Prop :=
  ∀ p : 𝕜[X], p.natDegree ≤ k → p.eval 0 = 1 → ‖r‖ ≤ ‖residual A r p‖
```

`p.natDegree ≤ k` is deg p ≤ k and `p.eval 0 = 1` is p(0) = 1. The definition compares norms only; no algorithm, rounding or nonlinearity is modelled. At k = 0 the only admissible p is 1, so stagnation is automatic.

## A nonzero moment shortens the residual

```lean
/-- For `v = A^j r ≠ 0`, the polynomial `1 - α X^j` with `α = conj ⟨r, v⟩ / ‖v‖²` lowers the
squared residual norm by exactly `|⟨r, v⟩|² / ‖v‖²`. -/
theorem norm_sq_descent (A : Module.End 𝕜 E) (r : E) (j : ℕ) (hv : (A ^ j) r ≠ 0) :
    ‖residual A r
        (1 - C (conj (inner 𝕜 r ((A ^ j) r)) / (‖(A ^ j) r‖ : 𝕜) ^ 2) * X ^ j)‖ ^ 2
      = ‖r‖ ^ 2 - ‖inner 𝕜 r ((A ^ j) r)‖ ^ 2 / ‖(A ^ j) r‖ ^ 2 := by
  have h0 : ∀ α : 𝕜, residual A r (1 - C α * X ^ j) = r - α • (A ^ j) r := by
    intro α
    rw [residual, map_sub, map_one, map_mul, aeval_C, map_pow, aeval_X, ← Algebra.smul_def]
    rfl
  rw [h0]
  generalize (A ^ j) r = v at hv ⊢
  have hv' : ‖v‖ ≠ 0 := norm_ne_zero_iff.mpr hv
  -- the cross term `α ⟨r, v⟩` is real
  have h1 : conj (inner 𝕜 r v) / (‖v‖ : 𝕜) ^ 2 * inner 𝕜 r v
      = ((‖inner 𝕜 r v‖ ^ 2 / ‖v‖ ^ 2 : ℝ) : 𝕜) := by
    rw [div_mul_eq_mul_div, RCLike.conj_mul, RCLike.ofReal_div, RCLike.ofReal_pow,
      RCLike.ofReal_pow]
  rw [norm_sub_sq (𝕜 := 𝕜), inner_smul_right, h1, RCLike.ofReal_re, norm_smul, norm_div,
    RCLike.norm_conj, norm_pow, RCLike.norm_ofReal, abs_norm]
  field_simp
  ring
```

Put v = A^j r ≠ 0, m = ⟨r, v⟩ and α = m*/‖v‖², the star denoting complex conjugation; `C` makes α a constant polynomial. Then (1 − αX^j)(A) r = r − αv, which is `h0`, and

‖r − αv‖² = ‖r‖² − 2 Re(αm) + |α|²‖v‖².

Here αm = |m|²/‖v‖² is real (`h1`), and |α|²‖v‖² = |m|²/‖v‖², so

‖r − αv‖² = ‖r‖² − |m|²/‖v‖².

`norm_sub_sq` is the expansion; `field_simp` and `ring` collect the fractions.

## Vanishing moments make every correction orthogonal to r

```lean
/-- If the moments `⟨r, A^j r⟩` vanish for `1 ≤ j ≤ k`, then `⟨r, p(A) r⟩ = p(0) ⟨r, r⟩`
for every polynomial of degree at most `k`. -/
theorem inner_residual (A : Module.End 𝕜 E) (r : E) (k : ℕ)
    (h : ∀ j, 1 ≤ j → j ≤ k → inner 𝕜 r ((A ^ j) r) = 0)
    (p : 𝕜[X]) (hp : p.natDegree ≤ k) :
    inner 𝕜 r (residual A r p) = p.eval 0 * inner 𝕜 r r := by
  rw [residual, aeval_eq_sum_range, LinearMap.sum_apply, inner_sum, Finset.sum_range_succ',
    Finset.sum_eq_zero]
  · simp [inner_smul_right, coeff_zero_eq_eval_zero]
  · intro i hi
    have hi' := Finset.mem_range.mp hi
    rw [LinearMap.smul_apply, inner_smul_right, h (i + 1) (by omega) (by omega), mul_zero]
```

Write p = Σ cᵢ X^i, with i running from 0 to deg p ≤ k. Then

⟨r, p(A) r⟩ = c₀⟨r, r⟩ + Σ_{i ≥ 1} cᵢ⟨r, A^i r⟩ = p(0)⟨r, r⟩.

`Finset.sum_range_succ'` splits off the constant term. Lean indexes the remaining powers as `i + 1`, and the hypothesis `h` makes each term zero.

```lean
/-- If the moments `⟨r, A^j r⟩` vanish for `1 ≤ j ≤ k`, then
`‖p(A) r‖² = ‖r‖² + ‖p(A) r - r‖²` whenever `deg p ≤ k` and `p(0) = 1`. -/
theorem norm_sq_residual (A : Module.End 𝕜 E) (r : E) (k : ℕ)
    (h : ∀ j, 1 ≤ j → j ≤ k → inner 𝕜 r ((A ^ j) r) = 0)
    (p : 𝕜[X]) (hp : p.natDegree ≤ k) (h0 : p.eval 0 = 1) :
    ‖residual A r p‖ ^ 2 = ‖r‖ ^ 2 + ‖residual A r p - r‖ ^ 2 := by
  -- the correction `p(A) r - r` is orthogonal to `r`
  have horth : inner 𝕜 r (residual A r p - r) = 0 := by
    rw [inner_sub_right, inner_residual A r k h p hp, h0, one_mul, sub_self]
  have hsum := norm_add_sq (𝕜 := 𝕜) r (residual A r p - r)
  rw [horth, map_zero, mul_zero, add_zero] at hsum
  have e : r + (residual A r p - r) = residual A r p := by abel
  rw [e] at hsum
  exact hsum
```

With p(0) = 1 and d = p(A) r − r, the previous identity gives ⟨r, d⟩ = 0 (`horth`). The cross term in ‖r + d‖² disappears:

‖p(A) r‖² = ‖r‖² + ‖d‖².

## The criterion

```lean
/-- Stagnation through step `k` holds if and only if `⟨r, A^j r⟩ = 0` for all `1 ≤ j ≤ k`,
for any linear operator on a real or complex inner product space. -/
theorem stagnates_iff (A : Module.End 𝕜 E) (r : E) (k : ℕ) :
    Stagnates A r k ↔ ∀ j, 1 ≤ j → j ≤ k → inner 𝕜 r ((A ^ j) r) = 0 := by
  constructor
  · intro h j hj hjk
    by_contra hne
    have hj0 : j ≠ 0 := by omega
    have hv : (A ^ j) r ≠ 0 := fun h0 => hne (by rw [h0, inner_zero_right])
    -- a nonzero moment gives a strictly shorter residual
    have hle := h (1 - C (conj (inner 𝕜 r ((A ^ j) r)) / (‖(A ^ j) r‖ : 𝕜) ^ 2) * X ^ j)
      ((natDegree_sub_le _ _).trans
        (max_le (by simp) ((natDegree_C_mul_X_pow_le _ j).trans hjk)))
      (by rw [eval_sub, eval_one, eval_mul, eval_pow, eval_X, zero_pow hj0, mul_zero, sub_zero])
    have hsq := pow_le_pow_left₀ (norm_nonneg r) hle 2
    rw [norm_sq_descent A r j hv] at hsq
    have hpos : 0 < ‖inner 𝕜 r ((A ^ j) r)‖ ^ 2 / ‖(A ^ j) r‖ ^ 2 :=
      div_pos (pow_pos (norm_pos_iff.mpr hne) 2) (pow_pos (norm_pos_iff.mpr hv) 2)
    linarith
  · intro h p hp h0
    refine (pow_le_pow_iff_left₀ (norm_nonneg _) (norm_nonneg _) two_ne_zero).mp ?_
    rw [norm_sq_residual A r k h p hp h0]
    exact le_add_of_nonneg_right (sq_nonneg _)
```

`constructor` separates the two directions. Assume stagnation and ⟨r, A^j r⟩ ≠ 0 for some 1 ≤ j ≤ k (`by_contra`). Then A^j r ≠ 0 (`hv`), and 1 − αX^j has degree at most k and, because j ≥ 1, value 1 at zero. Stagnation gives

‖r‖² ≤ ‖r‖² − |m|²/‖v‖²,

while `hpos` says that the subtracted term is positive; `linarith` finds the contradiction. Conversely, vanishing moments give ‖p(A) r‖² = ‖r‖² + ‖d‖² ≥ ‖r‖².

## Hermitian operators

```lean
/-- For a symmetric (Hermitian) operator and `k ≥ 2`, stagnation through step `k` holds
if and only if `A r = 0`. -/
theorem stagnates_iff_of_isSymmetric (A : Module.End 𝕜 E) (hA : A.IsSymmetric) (r : E)
    (k : ℕ) (hk : 2 ≤ k) : Stagnates A r k ↔ A r = 0 := by
  rw [stagnates_iff]
  constructor
  · intro h
    -- the second moment is `⟨A r, A r⟩`
    have h2 := h 2 (by norm_num) hk
    rw [pow_two, Module.End.mul_apply, ← hA r (A r)] at h2
    exact inner_self_eq_zero.mp h2
  · intro h j hj _
    obtain ⟨i, rfl⟩ : ∃ i, j = i + 1 := ⟨j - 1, by omega⟩
    rw [pow_succ, Module.End.mul_apply, h, map_zero, inner_zero_right]
```

`A.IsSymmetric` means ⟨A x, y⟩ = ⟨x, A y⟩ for all x, y. For k ≥ 2 the second moment is among those that vanish, and

⟨r, A² r⟩ = ⟨A r, A r⟩ = ‖A r‖²,

so A r = 0. Conversely, A r = 0 gives A^(i+1) r = A^i(A r) = 0 for every i.

The equivalence fails for general operators, as this example, worked here and not in Lean, shows. Let A permute an orthonormal basis cyclically, e₁ → e₂ → e₃ → e₁, and take r = e₁. Then ⟨e₁, e₂⟩ = ⟨e₁, e₃⟩ = 0, so the criterion gives stagnation through k = 2, yet A r = e₂ ≠ 0.

## Real matrices

```lean
variable {n : Type*} [Fintype n] [DecidableEq n]

/-- A real coordinate vector regarded as an element of Euclidean space. -/
abbrev euc (x : n → ℝ) : EuclideanSpace ℝ n := WithLp.toLp 2 x
```

The finite type `n` labels the components. `euc x` gives the vector x the norm √(Σ xᵢ²); Mathlib's default norm on `n → ℝ` is the largest |xᵢ|.

```lean
/-- The operator `x ↦ A x` on Euclidean space given by a real square matrix `A`. -/
def matOp (A : Matrix n n ℝ) : Module.End ℝ (EuclideanSpace ℝ n) where
  toFun x := euc (A *ᵥ x.ofLp)
  map_add' x y := by
    ext i
    simp [Matrix.mulVec_add]
  map_smul' c x := by
    ext i
    simp [Matrix.mulVec_smul]
```

`*ᵥ` is the matrix–vector product, so this is x ↦ A x together with its linearity.

```lean
/-- The residual of the operator of a matrix `A` is the matrix `p(A)` applied to `r`. -/
theorem residual_matOp (A : Matrix n n ℝ) (r : n → ℝ) (p : ℝ[X]) :
    residual (matOp A) (euc r) p = euc (aeval A p *ᵥ r) := by
  have hpow : ∀ j : ℕ, (matOp A ^ j) (euc r) = euc ((A ^ j) *ᵥ r) := by
    intro j
    induction j with
    | zero => simp
    | succ j ih =>
      rw [pow_succ' (matOp A), pow_succ' A, Module.End.mul_apply, ih, ← Matrix.mulVec_mulVec]
      rfl
  unfold residual
  induction p using Polynomial.induction_on' with
  | add p q hp hq =>
    rw [map_add, map_add, LinearMap.add_apply, hp, hq, Matrix.add_mulVec]
    ext i
    simp
  | monomial j a =>
    rw [aeval_monomial, aeval_monomial, ← Algebra.smul_def, ← Algebra.smul_def,
      LinearMap.smul_apply, hpow]
    ext i
    simp [Matrix.mulVec, dotProduct, Finset.mul_sum, mul_assoc]
```

The polynomial of the operator acts as the matrix p(A). `hpow` proves this for powers by induction on j, using A^(j+1) r = A(A^j r); a second induction treats sums and monomials a X^j.

```lean
/-- The `j`-th moment of the operator of a real matrix `A` is `rᵀ A^j r`. -/
theorem inner_matOp_pow (A : Matrix n n ℝ) (r : n → ℝ) (j : ℕ) :
    inner ℝ (euc r) ((matOp A ^ j) (euc r)) = r ⬝ᵥ ((A ^ j) *ᵥ r) := by
  have h := residual_matOp A r (X ^ j)
  rw [residual, map_pow, map_pow, aeval_X, aeval_X] at h
  rw [h]
  simp [PiLp.inner_apply, dotProduct, mul_comm]
```

The choice p = X^j turns the moment into the dot product `⬝ᵥ`, that is rᵀA^j r.

```lean
/-- For a real square matrix `A`, every real polynomial with `deg p ≤ k` and `p(0) = 1` has
`‖p(A) r‖ ≥ ‖r‖` in the Euclidean norm if and only if `rᵀ A^j r = 0` for all `1 ≤ j ≤ k`. -/
theorem matrix_stagnation_iff (A : Matrix n n ℝ) (r : n → ℝ) (k : ℕ) :
    (∀ p : ℝ[X], p.natDegree ≤ k → p.eval 0 = 1 → ‖euc r‖ ≤ ‖euc (aeval A p *ᵥ r)‖) ↔
      ∀ j, 1 ≤ j → j ≤ k → r ⬝ᵥ ((A ^ j) *ᵥ r) = 0 := by
  have h := stagnates_iff (matOp A) (euc r) k
  simp only [Stagnates, residual_matOp, inner_matOp_pow] at h
  exact h
```

This is the opening statement. It follows from `stagnates_iff` by rewriting both sides in coordinates, with no condition on A and for every k.

## An indefinite matrix that stagnates for one step

```lean
/-- For the matrix `diag(1, -1)` and `r = (1, 1)` there is stagnation through step one
but not through step two. -/
theorem indefinite_one_step :
    Stagnates (matOp !![(1 : ℝ), 0; 0, -1]) (euc ![1, 1]) 1 ∧
      ¬ Stagnates (matOp !![(1 : ℝ), 0; 0, -1]) (euc ![1, 1]) 2 := by
  rw [stagnates_iff, stagnates_iff]
  constructor
  · intro j h1 h2
    obtain rfl : j = 1 := by omega
    rw [inner_matOp_pow, pow_one]
    simp [Matrix.mulVec, dotProduct, Fin.sum_univ_two]
  · intro h
    have h2 := h 2 (by norm_num) le_rfl
    rw [inner_matOp_pow, pow_two, ← Matrix.mulVec_mulVec] at h2
    norm_num [Matrix.mulVec, dotProduct, Fin.sum_univ_two] at h2

end

end KrylovStagnation
```

For A = diag(1, −1) and r = (1, 1),

rᵀA r = 1 − 1 = 0,  rᵀA² r = 1 + 1 = 2,

or 0 and 1 for the unit vector r/√2. The criterion gives stagnation at k = 1 and none at k = 2. Since A is symmetric and A r = (1, −1) ≠ 0, the Hermitian equivalence fails at k = 1, without `hk`.

```lean
#print axioms KrylovStagnation.stagnates_iff_of_isSymmetric
#print axioms KrylovStagnation.matrix_stagnation_iff
#print axioms KrylovStagnation.indefinite_one_step
```

```
'KrylovStagnation.stagnates_iff_of_isSymmetric' depends on axioms: [propext, Classical.choice, Quot.sound]
'KrylovStagnation.matrix_stagnation_iff' depends on axioms: [propext, Classical.choice, Quot.sound]
'KrylovStagnation.indefinite_one_step' depends on axioms: [propext, Classical.choice, Quot.sound]
```
